# The norm of a standing wave at a model metal surface, from the derivative of its phase

Let $z\ge 0$ be the distance from a hard wall on the vacuum side of a planar metal surface, with the interior of the metal at large $z$. The potential $v$ is taken to depend on $z$ alone, so motion parallel to the surface separates off, and $k>0$ is the wave number along $z$ deep in the metal, where $v=0$. In atomic units the Schrödinger equation $-\tfrac12\psi''+v\psi=\tfrac12k^2\psi$ reads

$$\psi_k''(z)=\bigl(2v(z)-k^2\bigr)\psi_k(z),\qquad \psi_k(0)=0 .$$

Primes on $\psi_k$ are derivatives in $z$. From a distance $R_0\ge0$ outwards from the wall, that is, deeper into the metal, the wave is $\psi_k(z)=\sin(kz+d(k))$, which describes a region of zero potential and fixes the amplitude at 1. Waves normalised to $\delta(k-q)$ carry an extra factor $\sqrt{2/\pi}$, so integrals of products of two waves carry $2/\pi$. Here the norm of a wave on $[0,R]$ means the integral of its square, without a square root.

In Lean 4 with Mathlib:

```lean
import Mathlib

open Set Filter Topology
open Real (sin cos)

namespace JelliumSurface
```

The structure `StandingWaves v ψ ψ' d R₀` collects these conditions for all $k>0$. In it `ψ k z` is $\psi_k(z)$, and `ψ' k z` is its slope, tied to the wave by `deriv_wave`. The field `schrodinger` is the wave equation, `wall` the condition at $z=0$, and `outer` the sine form. The wave is assumed jointly continuous in $(k,z)$, and the slope continuous in $z$ up to the wall; no derivative of $\psi$ in $k$ is required.

The potential is any real function for which such waves exist, and their existence is assumed. Since the second derivative must exist at every $z>0$, a finite potential step is excluded wherever some wave is nonzero. The exact sine form is also an idealisation: in a self-consistent jellium surface the potential approaches its bulk value only gradually, with Friedel oscillations.

```lean
/-- Real standing waves `ψ k z` with slope `ψ' k z` on the half-line `z ≥ 0`, in atomic units:
they solve the Schrödinger equation in the potential `v`, vanish at the wall `z = 0`, and have
the form `sin (k z + d k)` from `R₀` outwards, for every wave number `k > 0`. -/
structure StandingWaves (v : ℝ → ℝ) (ψ ψ' : ℝ → ℝ → ℝ) (d : ℝ → ℝ) (R₀ : ℝ) : Prop where
  range_nonneg : 0 ≤ R₀
  continuous_wave : ContinuousOn (fun p : ℝ × ℝ => ψ p.1 p.2) (Ioi 0 ×ˢ Ici 0)
  continuous_deriv : ∀ k > 0, ContinuousOn (ψ' k) (Ici 0)
  deriv_wave : ∀ k > 0, ∀ z > 0, HasDerivAt (ψ k) (ψ' k z) z
  schrodinger : ∀ k > 0, ∀ z > 0, HasDerivAt (ψ' k) ((2 * v z - k ^ 2) * ψ k z) z
  wall : ∀ k > 0, ψ k 0 = 0
  outer : ∀ k > 0, ∀ z ≥ R₀, ψ k z = sin (k * z + d k)
```

## (a) Continuity at fixed wave number

**Task.** Show that for each $k>0$ the wave is continuous up to and including the wall:

$$\psi_k\in C([0,\infty)).$$

**Solution.** The map $z\mapsto(k,z)$ is continuous and sends $[0,\infty)$ into the region $k>0,\ z\ge0$, where $\psi$ is jointly continuous. The composition is therefore continuous, which is how the proof below obtains it.

```lean
variable {v : ℝ → ℝ} {ψ ψ' : ℝ → ℝ → ℝ} {d : ℝ → ℝ} {R₀ k q R d' : ℝ}

/-- At fixed wave number `k > 0` the standing wave is continuous up to the wall. -/
theorem wave_continuousOn (h : StandingWaves v ψ ψ' d R₀) (hk : 0 < k) :
    ContinuousOn (ψ k) (Ici 0) :=
  h.continuous_wave.comp (f := fun z : ℝ => (k, z))
    (Continuous.continuousOn (by fun_prop)) (fun _ hz => mk_mem_prod hk hz)
```

## (b) The slope in the outer region

**Task.** For $k>0$ and $R>R_0$, find the slope of the wave at $R$:

$$\psi_k'(R)=k\cos\bigl(kR+d(k)\bigr).$$

**Solution.** Since $R>R_0$, the wave equals $\sin(kz+d(k))$ in a whole neighbourhood of $R$. Differentiating in $z$ at fixed $k$ gives the result. In the code `ev` states the agreement near $R$, and uniqueness of the derivative identifies the two slopes.

```lean
/-- Beyond `R₀` the slope of the standing wave with `k > 0` is `k cos (k R + d k)`. -/
theorem outer_slope (h : StandingWaves v ψ ψ' d R₀) (hk : 0 < k) (hR : R₀ < R) :
    ψ' k R = k * cos (k * R + d k) := by
  have hs : HasDerivAt (fun z => sin (k * z + d k)) (k * cos (k * R + d k)) R :=
    ((((hasDerivAt_id' R).const_mul k).add_const (d k)).sin).congr_deriv (by ring)
  have ev : ψ k =ᶠ[𝓝 R] fun z => sin (k * z + d k) := by
    filter_upwards [Ioi_mem_nhds hR] with z hz
    exact h.outer k hk z (le_of_lt hz)
  exact (h.deriv_wave k hk R (h.range_nonneg.trans_lt hR)).unique
    (hs.congr_of_eventuallyEq ev)
```

## (c) Overlap of two waves as a Wronskian

**Task.** For $k,q>0$ and $R\ge0$, show that

$$(q^2-k^2)\int_0^R\psi_k\psi_q\,dz=\psi_k'(R)\psi_q(R)-\psi_k(R)\psi_q'(R).$$

**Solution.** Let $W=\psi_k'\psi_q-\psi_k\psi_q'$. The products of first derivatives cancel, and the wave equation gives

$$W'=\psi_k''\psi_q-\psi_k\psi_q''=\bigl[(2v-k^2)-(2v-q^2)\bigr]\psi_k\psi_q=(q^2-k^2)\psi_k\psi_q .$$

The potential has dropped out. Integrate from $0$ to $R$. Both waves vanish at the wall, so $W(0)=0$ and only $W(R)$ remains.

The proof applies the fundamental theorem of calculus to `f`, which is $W$, with derivative `f'`. It needs continuity of $W$ on $[0,R]$ and its derivative only in the interior. The integrand is continuous, so no integrability of $v$ is needed.

```lean
/-- Wronskian identity: for two wave numbers `k, q > 0` and `R ≥ 0`, the overlap of the waves
on `[0, R]` times `q² - k²` equals their Wronskian at `R`. -/
theorem wronskian_overlap (h : StandingWaves v ψ ψ' d R₀) (hk : 0 < k) (hq : 0 < q)
    (hR : 0 ≤ R) :
    (q ^ 2 - k ^ 2) * ∫ z in (0 : ℝ)..R, ψ k z * ψ q z
      = ψ' k R * ψ q R - ψ k R * ψ' q R := by
  have sub : Icc 0 R ⊆ Ici (0 : ℝ) := fun _ hz => hz.1
  have ck := (wave_continuousOn h hk).mono sub
  have cq := (wave_continuousOn h hq).mono sub
  have ck' := (h.continuous_deriv k hk).mono sub
  have cq' := (h.continuous_deriv q hq).mono sub
  have key := intervalIntegral.integral_eq_sub_of_hasDerivAt_of_le
    (f := fun z => ψ' k z * ψ q z - ψ k z * ψ' q z)
    (f' := fun z => (q ^ 2 - k ^ 2) * (ψ k z * ψ q z)) hR
    ((ck'.mul cq).sub (ck.mul cq'))
    (fun z hz =>
      -- the potential drops out of the derivative of the Wronskian
      (((h.schrodinger k hk z hz.1).fun_mul (h.deriv_wave q hq z hz.1)).fun_sub
        ((h.deriv_wave k hk z hz.1).fun_mul (h.schrodinger q hq z hz.1))).congr_deriv
          (by ring))
    ((continuousOn_const.mul (ck.mul cq)).intervalIntegrable_of_Icc hR)
  rw [intervalIntegral.integral_const_mul] at key
  rw [key]
  simp only [h.wall k hk, h.wall q hq]
  ring
```

## (d) Continuity of the overlap in the second wave number

**Task.** For $k>0$ and $R\ge0$, show that

$$\lim_{q\to k}\int_0^R\psi_k\psi_q\,dz=\int_0^R\psi_k^2\,dz .$$

**Solution.** On the compact rectangle $[k/2,3k/2]\times[0,R]$ the function $\psi$ is uniformly continuous. Hence

$$\left|\int_0^R\psi_k(\psi_q-\psi_k)\,dz\right|\le R\,\max_{[0,R]}|\psi_k|\,\max_{[0,R]}|\psi_q-\psi_k|\longrightarrow0 .$$

The code reaches the same conclusion through a general theorem on integrals with a parameter, which wants a function continuous on the whole plane. It therefore replaces $q$ by $\max(q,k/2)$ and $z$ by $\max(z,0)$. For $q>k/2$ and $z\in[0,R]$ these replacements change nothing, so the two integrals agree near $q=k$.

```lean
/-- For `k > 0` and `R ≥ 0`, the overlap on `[0, R]` of the waves with wave numbers `k` and `q`
is continuous in `q` at `q = k`. -/
theorem overlap_continuousAt (h : StandingWaves v ψ ψ' d R₀) (hk : 0 < k) (hR : 0 ≤ R) :
    ContinuousAt (fun q => ∫ z in (0 : ℝ)..R, ψ k z * ψ q z) k := by
  -- clamp both variables to the region where the waves are continuous
  have hg : Continuous (fun p : ℝ × ℝ => ψ (max p.1 (k / 2)) (max p.2 0)) :=
    h.continuous_wave.comp_continuous
      (f := fun p : ℝ × ℝ => (max p.1 (k / 2), max p.2 0)) (by fun_prop)
      (fun p => mk_mem_prod (lt_of_lt_of_le (half_pos hk) (le_max_right _ _))
        (mem_Ici.mpr (le_max_right _ _)))
  have hc : Continuous (fun z : ℝ => ψ k (max z 0)) :=
    (wave_continuousOn h hk).comp_continuous (f := fun z : ℝ => max z 0)
      (by fun_prop) (fun z => mem_Ici.mpr (le_max_right _ _))
  have hF : Continuous (Function.uncurry fun q z : ℝ =>
      ψ k (max z 0) * ψ (max q (k / 2)) (max z 0)) :=
    (hc.comp continuous_snd).mul hg
  have hI := intervalIntegral.continuous_parametric_intervalIntegral_of_continuous'
    (μ := MeasureTheory.volume) hF 0 R
  refine hI.continuousAt.congr ?_
  filter_upwards [Ioi_mem_nhds (half_lt_self hk)] with q hq
  have hq' : k / 2 ≤ q := le_of_lt hq
  apply intervalIntegral.integral_congr
  intro z hz
  rw [uIcc_of_le hR] at hz
  simp only [max_eq_left hz.1, max_eq_left hq']
```

## (e) The norm and the phase derivative

**Task.** Let $k>0$ and $R>R_0$, and let $d$ be differentiable at $k$ with derivative $d'$. Show that

$$\int_0^R\psi_k^2\,dz=\frac R2+\frac{d'}2-\frac{\sin(2kR+2d(k))}{4k}.$$

**Solution.** Write $\alpha=kR+d(k)$ and $\theta(q)=qR+d(q)$, so that $\theta(k)=\alpha$. Inserting the outer form and the slope from (b) into the right-hand side of (c) gives

$$B(q)=k\cos\alpha\,\sin\theta(q)-q\sin\alpha\,\cos\theta(q),\qquad B(k)=0 .$$

For $q\ne k$, divide (c) by $q-k$:

$$(q+k)\int_0^R\psi_k\psi_q\,dz=\frac{B(q)-B(k)}{q-k}.$$

As $q\to k$, the left side tends to $2k\int_0^R\psi_k^2\,dz$ by (d), and the right side to the derivative of $B$ at $k$. With $\theta'(k)=R+d'$,

$$B'(k)=k(R+d')\cos^2\alpha-\sin\alpha\cos\alpha+k(R+d')\sin^2\alpha=k(R+d')-\sin\alpha\cos\alpha .$$

Dividing by $2k$ and using $2\sin\alpha\cos\alpha=\sin2\alpha$ gives the formula.

The hypothesis `HasDerivAt d d' k` concerns only the one wave number $k$; here `d'` is a number. In the proof `hB'` computes $B'(k)$, `hs` is the difference quotient, and `lim` equates the two limits. The final lines divide by $2k$ and use the double-angle formula.

```lean
/-- The integral of the square of a standing wave over `[0, R]`, for `k > 0`, `R > R₀` and a phase
`d` with derivative `d'` at `k`, is `R/2 + d'/2 - sin (2kR + 2d(k)) / (4k)`. -/
theorem norm_eq_phase_derivative (h : StandingWaves v ψ ψ' d R₀) (hk : 0 < k) (hR : R₀ < R)
    (hd : HasDerivAt d d' k) :
    ∫ z in (0 : ℝ)..R, ψ k z ^ 2
      = R / 2 + d' / 2 - sin (2 * k * R + 2 * d k) / (4 * k) := by
  have hR0 : 0 ≤ R := h.range_nonneg.trans hR.le
  -- the Wronskian at `R` as an explicit function of the second wave number
  obtain ⟨B, hB⟩ : ∃ B : ℝ → ℝ, ∀ q, B q = k * cos (k * R + d k) * sin (q * R + d q)
      - q * sin (k * R + d k) * cos (q * R + d q) := ⟨_, fun _ => rfl⟩
  have hθ : HasDerivAt (fun q => q * R + d q) (R + d') k :=
    (((hasDerivAt_id' k).mul_const R).fun_add hd).congr_deriv (by ring)
  have hB' : HasDerivAt B (k * (R + d') - sin (k * R + d k) * cos (k * R + d k)) k := by
    rw [funext hB]
    refine ((hθ.sin.const_mul (k * cos (k * R + d k))).fun_sub
      (((hasDerivAt_id' k).mul_const (sin (k * R + d k))).fun_mul hθ.cos)).congr_deriv ?_
    linear_combination (k * (R + d')) * Real.sin_sq_add_cos_sq (k * R + d k)
  have hc : ContinuousAt (fun q => (q + k) * ∫ z in (0 : ℝ)..R, ψ k z * ψ q z) k :=
    ContinuousAt.mul (by fun_prop) (overlap_continuousAt h hk hR0)
  -- its difference quotient is the overlap times `q + k`
  have hs : (fun q => (q + k) * ∫ z in (0 : ℝ)..R, ψ k z * ψ q z) =ᶠ[𝓝[≠] k] slope B k := by
    filter_upwards [self_mem_nhdsWithin, mem_nhdsWithin_of_mem_nhds (Ioi_mem_nhds hk)]
      with q hne hq
    have hqk : q - k ≠ 0 := sub_ne_zero.mpr hne
    have e := wronskian_overlap h hk hq hR0
    rw [outer_slope h hk hR, outer_slope h hq hR, h.outer k hk R hR.le,
      h.outer q hq R hR.le] at e
    rw [slope_def_field, eq_div_iff hqk, hB, hB]
    linear_combination e
  -- let the two wave numbers merge
  have lim := tendsto_nhds_unique
    ((hc.tendsto.mono_left nhdsWithin_le_nhds).congr' hs)
    (hasDerivAt_iff_tendsto_slope.mp hB')
  have hkk : k * k⁻¹ = 1 := mul_inv_cancel₀ hk.ne'
  rw [show 2 * k * R + 2 * d k = 2 * (k * R + d k) by ring, Real.sin_two_mul]
  simp only [sq]
  linear_combination (1 / 2 * k⁻¹) * lim
    - ((∫ z in (0 : ℝ)..R, ψ k z * ψ k z) - (R + d') / 2) * hkk
```

A different model would take $\psi$ smooth in both variables and differentiate the wave equation in $k$. With $\chi=\partial_k\psi_k$ one has $(\psi_k'\chi-\psi_k\chi')'=2k\psi_k^2$, and integration gives the norm directly. The second wave number and the limit would disappear, but that argument uses the derivative in $k$ and its interchange with derivatives in $z$.

## (f) The free waves

**Task.** Verify that the conditions on standing waves are met by

$$v=0,\qquad \psi_k(z)=\sin(kz),\qquad d(k)=0,\qquad R_0=0 .$$

**Solution.** The slope is $k\cos(kz)$ and its derivative is $-k^2\sin(kz)$, as the wave equation with $v=0$ requires. The wave vanishes at $z=0$, has the outer form everywhere, and is continuous in $(k,z)$. This is the infinite-barrier model of the surface, with the barrier at the wall. The code checks the fields of the structure one by one.

```lean
/-- The free waves `sin (k z)` are standing waves for zero potential, with zero phase. -/
theorem standingWaves_witness :
    StandingWaves (fun _ => 0) (fun k z => sin (k * z)) (fun k z => k * cos (k * z))
      (fun _ => 0) 0 where
  range_nonneg := le_rfl
  continuous_wave := Continuous.continuousOn (by fun_prop)
  continuous_deriv := fun _ _ => Continuous.continuousOn (by fun_prop)
  deriv_wave := fun k _ z _ =>
    (((hasDerivAt_id' z).const_mul k).sin).congr_deriv (by ring)
  schrodinger := fun k _ z _ =>
    ((((hasDerivAt_id' z).const_mul k).cos).const_mul k).congr_deriv (by ring)
  wall := fun _ _ => by simp
  outer := fun _ _ _ _ => by simp
```

## (g) Charge displaced by the surface potential

**Task.** Under the assumptions of (e), compare the norm with that of the free wave:

$$\int_0^R\psi_k^2\,dz-\int_0^R\sin^2(kz)\,dz=\frac{d'}2-\frac{\sin(2kR+2d(k))-\sin(2kR)}{4k}.$$

**Solution.** Apply (e) to the free waves of (f), whose phase has zero derivative:

$$\int_0^R\sin^2(kz)\,dz=\frac R2-\frac{\sin(2kR)}{4k}.$$

Subtract this from (e). The terms $R/2$ cancel. The proof uses `norm_eq_phase_derivative` twice in the same way.

"Charge" here means electron number. For waves normalised to $\delta(k-q)$, the term $d'/2$ becomes $d'/\pi$ per unit wave number and spin. At fixed $k$ the remaining term oscillates with $R$ and does not in general decay. For non-interacting electrons in a fixed potential $v(z)$ of the kind assumed here, this ties the charge moved by the potential to the scattering phase. Kohn–Sham electrons at a jellium surface meet these assumptions only approximately. A neutrality sum rule needs further steps: a sum over the occupied states, a treatment of the oscillating term, and the positive background.

```lean
/-- Displaced charge: for `k > 0`, `R > R₀` and a phase with derivative `d'` at `k`, the integral of
`ψ k z ^ 2` over `[0, R]` minus that of `sin (k z) ^ 2` is `d'/2` minus
`(sin (2kR + 2d(k)) - sin (2kR)) / (4k)`. -/
theorem displaced_charge (h : StandingWaves v ψ ψ' d R₀) (hk : 0 < k) (hR : R₀ < R)
    (hd : HasDerivAt d d' k) :
    (∫ z in (0 : ℝ)..R, ψ k z ^ 2) - ∫ z in (0 : ℝ)..R, sin (k * z) ^ 2
      = d' / 2 - (sin (2 * k * R + 2 * d k) - sin (2 * k * R)) / (4 * k) := by
  have hf := norm_eq_phase_derivative standingWaves_witness hk
    (h.range_nonneg.trans_lt hR) (hasDerivAt_const k (0 : ℝ))
  simp only [mul_zero, add_zero, zero_div] at hf
  rw [norm_eq_phase_derivative h hk hR hd, hf]
  ring
```

## (h) A lower bound on the phase derivative

**Task.** Under the assumptions of (e), show that

$$d'\ge\frac{\sin(2kR+2d(k))}{2k}-R .$$

**Solution.** The integral of $\psi_k^2$ is non-negative. By (e),

$$0\le\frac R2+\frac{d'}2-\frac{\sin(2kR+2d(k))}{4k},$$

and multiplying by 2 and rearranging gives the bound. The code does the same, with `hpos` as the non-negativity.

This is Wigner's causality bound, obtained here from stationary waves alone. A wave packet with a narrow spread of wave numbers around $k$ that returns from the surface is delayed by about $2d'/k$ relative to reflection at the bare wall, so the bound limits how early it can return.

```lean
/-- Wigner's causality bound: for `k > 0` and `R > R₀`, the derivative `d'` of the phase at `k`
is at least `sin (2kR + 2d(k)) / (2k) - R`. -/
theorem wigner_causality_bound (h : StandingWaves v ψ ψ' d R₀) (hk : 0 < k) (hR : R₀ < R)
    (hd : HasDerivAt d d' k) :
    sin (2 * k * R + 2 * d k) / (2 * k) - R ≤ d' := by
  have hpos : 0 ≤ ∫ z in (0 : ℝ)..R, ψ k z ^ 2 :=
    intervalIntegral.integral_nonneg (h.range_nonneg.trans hR.le) (fun z _ => sq_nonneg _)
  rw [norm_eq_phase_derivative h hk hR hd] at hpos
  have e : sin (2 * k * R + 2 * d k) / (2 * k)
      = 2 * (sin (2 * k * R + 2 * d k) / (4 * k)) := by ring
  linarith

end JelliumSurface
```

```lean
#print axioms JelliumSurface.norm_eq_phase_derivative
#print axioms JelliumSurface.displaced_charge
#print axioms JelliumSurface.wigner_causality_bound
```

```
'JelliumSurface.norm_eq_phase_derivative' depends on axioms: [propext, Classical.choice, Quot.sound]
'JelliumSurface.displaced_charge' depends on axioms: [propext, Classical.choice, Quot.sound]
'JelliumSurface.wigner_causality_bound' depends on axioms: [propext, Classical.choice, Quot.sound]
```
